# Electronic temperature T > 0 rounds the cusp of the two-state cone E = ±r

Take a conical intersection whose cone is untilted and equally steep in every direction of its branching plane, and let $r$ be the distance from it in this plane, scaled so that the two sheets are $E=\pm r$. Follow the lower sheet along a straight line in this plane through the crossing, and the slope jumps from $+1$ to $-1$. At the crossing itself neither the force nor the second derivative is defined, so a geometry step or a normal-mode analysis that needs either has nothing to work with there. If the two electronic states are instead occupied thermally at a temperature $T>0$, in units with $k_B=1$, the free energy $F$ has slope $0$ and second derivative $-1/T$ at the crossing along every such line, and it stays within $T\ln 2$ of the lower sheet everywhere.

Three assumptions carry this: the energies are $\pm r$, the temperature is positive, and the line passes through the crossing at unit speed.

## Two sheets at energies ±r

The coordinates $x,y$ span the branching plane, with the intersection at the origin and $r=\sqrt{x^2+y^2}$. They are scaled so that the cone has slope one, which gives them the unit of energy. The mean energy of the two states is taken to be zero at every point, which excludes a tilted cone: a mean energy linear in $x$ and $y$ would add its own slope to that of the free energy. As above, $k_B=1$.

```lean
import Mathlib

open Real

namespace ThermalConicalIntersection

noncomputable section

/-- Distance from the conical intersection in the plane of the two branching coordinates. -/
def radius (x y : ℝ) : ℝ := √(x ^ 2 + y ^ 2)

/-- The upper sheet of the cone. -/
def upperSheet (x y : ℝ) : ℝ := radius x y

/-- The lower sheet of the cone. -/
def lowerSheet (x y : ℝ) : ℝ := -radius x y
```

The states carry Boltzmann weights. This is a canonical ensemble of two electronic states, not a Fermi occupation of orbitals.

```lean
/-- The Boltzmann sum over the two sheets at temperature `T ≠ 0`, in units with `k_B = 1`. -/
def partitionFunction (T x y : ℝ) : ℝ :=
  exp (-upperSheet x y / T) + exp (-lowerSheet x y / T)

/-- The electronic free energy `-T ln Z` at temperature `T ≠ 0`. -/
def freeEnergy (T x y : ℝ) : ℝ := -T * log (partitionFunction T x y)
```

The form of the energies enters when the sum is evaluated:

$$Z=e^{-r/T}+e^{r/T}=2\cosh(r/T),\qquad F=-T\ln Z=-T\ln\bigl(2\cosh(r/T)\bigr).$$

In Lean, `freeEnergy` is defined from the sum, and the cosh formula is a theorem. Its proof unfolds the sheets and writes cosh as exponentials with `Real.cosh_eq`.

```lean
/-- The free energy of the two sheets is `-T ln (2 cosh (r / T))`. -/
theorem freeEnergy_eq (T x y : ℝ) :
    freeEnergy T x y = -T * log (2 * cosh (radius x y / T)) := by
  have h : partitionFunction T x y = 2 * cosh (radius x y / T) := by
    simp only [partitionFunction, upperSheet, lowerSheet, neg_neg, neg_div]
    rw [Real.cosh_eq]
    ring
  rw [freeEnergy, h]
```

With a gap, $E=\pm\sqrt{r^2+\Delta^2}$ for some $\Delta>0$, the lower sheet would already be smooth at the origin and there would be no cusp to round. With different slopes along $x$ and $y$, the curvature at the crossing would depend on the direction.

## Positive temperature

The hypothesis `hT : 0 < T` says that $T$ is an ordinary electronic temperature, at which the lower state has at least the weight of the upper one. Put $u=r/T$, so that $u\ge 0$. Since $0<e^{-u}\le e^{u}$,

$$e^u<e^u+e^{-u}=2\cosh u\le 2e^u,\qquad\text{hence}\qquad u<\ln(2\cosh u)\le u+\ln 2.$$

Multiplication by $-T<0$ reverses the inequalities, and $Tu=r$ gives

$$-r-T\ln 2\le F<-r.$$

The Lean proof takes the same route. It replaces `radius x y / T` by a variable `u`, proves the two logarithmic inequalities as `h1` and `h2`, and multiplies them by $T$ in the `nlinarith` calls. The sign of $T$ is used there and in `hu`, which states $u\ge0$.

```lean
/-- At temperature `T > 0` the free energy lies strictly below the lower sheet,
and by at most `T ln 2`. -/
theorem freeEnergy_bounds {T : ℝ} (hT : 0 < T) (x y : ℝ) :
    lowerSheet x y - T * log 2 ≤ freeEnergy T x y ∧ freeEnergy T x y < lowerSheet x y := by
  rw [freeEnergy_eq, lowerSheet]
  have hr : 0 ≤ radius x y := Real.sqrt_nonneg _
  have hu : 0 ≤ radius x y / T := div_nonneg hr hT.le
  have hTu : T * (radius x y / T) = radius x y := by field_simp
  generalize radius x y / T = u at hu hTu ⊢
  have hc := Real.cosh_pos u
  have he : exp (-u) ≤ exp u := Real.exp_le_exp.2 (by linarith)
  have hce := Real.cosh_eq u
  -- compare `2 cosh u` with `exp u` and with `2 exp u`
  have h1 : u < log (2 * cosh u) := by
    rw [Real.lt_log_iff_exp_lt (by positivity)]
    linarith [Real.exp_pos (-u)]
  have h2 : log (cosh u) ≤ u := by
    have h := Real.log_le_log hc (show cosh u ≤ exp u by linarith)
    rwa [Real.log_exp] at h
  have h3 : log (2 * cosh u) = log 2 + log (cosh u) :=
    Real.log_mul two_ne_zero hc.ne'
  constructor
  · rw [h3]
    nlinarith [mul_le_mul_of_nonneg_left h2 hT.le]
  · nlinarith [mul_lt_mul_of_pos_left h1 hT]
```

The lower bound is an equality when $2\cosh u=2e^u$, that is, when $e^{-u}=e^u$. This means $u=0$, hence $r=0$ and $x=y=0$. In Lean, the forward direction supposes that the point is not the origin, obtains $r>0$ and therefore $\ln\cosh u<u$ strictly, and reaches a contradiction. The converse is evaluation at the origin.

```lean
/-- At temperature `T > 0` the free energy lies the full `T ln 2` below the lower sheet
exactly at the conical intersection. -/
theorem freeEnergy_eq_lower_bound_iff {T : ℝ} (hT : 0 < T) (x y : ℝ) :
    freeEnergy T x y = lowerSheet x y - T * log 2 ↔ x = 0 ∧ y = 0 := by
  constructor
  · intro h
    by_contra hne
    have hpos : 0 < x ^ 2 + y ^ 2 := by
      by_contra hn
      exact hne ⟨(pow_eq_zero_iff two_ne_zero).1 (by linarith [sq_nonneg x, sq_nonneg y]),
        (pow_eq_zero_iff two_ne_zero).1 (by linarith [sq_nonneg x, sq_nonneg y])⟩
    have hr : 0 < radius x y := Real.sqrt_pos.2 hpos
    have hu : 0 < radius x y / T := div_pos hr hT
    have hTu : T * (radius x y / T) = radius x y := by field_simp
    rw [freeEnergy_eq, lowerSheet] at h
    generalize radius x y / T = u at hu hTu h
    have hc := Real.cosh_pos u
    -- away from the intersection the upper sheet has less than half the weight
    have he : exp (-u) < exp u := Real.exp_lt_exp.2 (by linarith)
    have h2 := Real.log_lt_log hc (show cosh u < exp u by linarith [Real.cosh_eq u])
    rw [Real.log_exp] at h2
    rw [Real.log_mul two_ne_zero hc.ne'] at h
    nlinarith [mul_lt_mul_of_pos_left h2 hT]
  · rintro ⟨rfl, rfl⟩
    rw [freeEnergy_eq]
    simp [lowerSheet, radius]
```

A second pair of bounds describes the rounded top. From $(2n)!=n!\,(n+1)\cdots(2n)\ge 2^n n!$, a comparison of power series gives

$$1\le\cosh u=\sum_{n\ge0}\frac{u^{2n}}{(2n)!}\le\sum_{n\ge0}\frac{u^{2n}}{2^n n!}=e^{u^2/2}.$$

So $0\le\ln\cosh u\le u^2/2$. Because $F=-T\ln2-T\ln\cosh u$ and $Tu^2/2=r^2/(2T)$,

$$-T\ln 2-\frac{r^2}{2T}\le F\le -T\ln 2.$$

Mathlib supplies the two cosh inequalities as `Real.one_le_cosh` and `Real.cosh_le_exp_half_sq`. The proof takes logarithms and multiplies by $T$.

```lean
/-- At temperature `T > 0` the free energy lies between the paraboloid
`-T ln 2 - r² / (2T)` and the constant `-T ln 2`. -/
theorem freeEnergy_paraboloid {T : ℝ} (hT : 0 < T) (x y : ℝ) :
    -T * log 2 - (x ^ 2 + y ^ 2) / (2 * T) ≤ freeEnergy T x y ∧
      freeEnergy T x y ≤ -T * log 2 := by
  have hsq : radius x y ^ 2 = x ^ 2 + y ^ 2 := Real.sq_sqrt (by positivity)
  have hTu : T * ((radius x y / T) ^ 2 / 2) = (x ^ 2 + y ^ 2) / (2 * T) := by
    rw [← hsq]
    field_simp
  rw [freeEnergy_eq, ← hTu]
  generalize radius x y / T = u
  have hc := Real.cosh_pos u
  have h1 : 0 ≤ log (cosh u) := Real.log_nonneg (Real.one_le_cosh u)
  have h2 := Real.log_le_log hc (Real.cosh_le_exp_half_sq u)
  rw [Real.log_exp] at h2
  rw [Real.log_mul two_ne_zero hc.ne']
  constructor
  · nlinarith [mul_le_mul_of_nonneg_left h2 hT.le]
  · nlinarith [mul_nonneg hT.le h1]
```

For these bounds, $T\neq0$ would not be enough. At negative $T$ the same formula gives $F=|T|\ln(2\cosh(r/|T|))>r$, which lies above both sheets. The slope and curvature formulas below do survive a change of sign of $T$, but the curvature at the crossing is then positive.

## A unit-speed line through the crossing

A line is the map $s\mapsto(sa,sb)$, and `hab : a ^ 2 + b ^ 2 = 1` makes $|s|$ the distance from the intersection:

$$r=\sqrt{s^2a^2+s^2b^2}=\sqrt{s^2}=|s|.$$

The lemma `radius_line` is this computation, with `hab` multiplied by $s^2$ in the `linear_combination` step.

```lean
/-- On a unit-speed line through the intersection the distance from it is `|s|`. -/
theorem radius_line {a b : ℝ} (hab : a ^ 2 + b ^ 2 = 1) (s : ℝ) :
    radius (s * a) (s * b) = |s| := by
  have h : (s * a) ^ 2 + (s * b) ^ 2 = s ^ 2 := by linear_combination s ^ 2 * hab
  rw [radius, h, Real.sqrt_sq_eq_abs]
```

Cosh is even, so the absolute value disappears and $F(s)=-T\ln(2\cosh(s/T))$. The chain rule gives

$$F'(s)=-T\,\frac{2\sinh(s/T)\cdot\frac1T}{2\cosh(s/T)}=-\tanh(s/T).$$

`HasDerivAt f d s` says that `f` is differentiable at `s` with derivative `d`. The proof first establishes the smooth form of $F$ as the equation `e`, using `Real.cosh_abs`. It then assembles the chain rule and simplifies the result to $-\tanh(s/T)$.

```lean
/-- At `T > 0` the slope of the free energy along a unit-speed line through the
intersection is `-tanh (s / T)`. -/
theorem freeEnergy_slope {T a b : ℝ} (hT : 0 < T) (hab : a ^ 2 + b ^ 2 = 1) (s : ℝ) :
    HasDerivAt (fun t => freeEnergy T (t * a) (t * b)) (-tanh (s / T)) s := by
  -- `cosh` is even, so the absolute value disappears
  have e : (fun t => freeEnergy T (t * a) (t * b)) =
      fun t => -T * log (2 * cosh (t / T)) := by
    funext t
    have ht : |t| / T = |t / T| := by rw [abs_div, abs_of_pos hT]
    rw [freeEnergy_eq, radius_line hab, ht, Real.cosh_abs]
  rw [e]
  have hc : cosh (s / T) ≠ 0 := (Real.cosh_pos _).ne'
  have h1 : HasDerivAt (fun t : ℝ => t / T) (1 / T) s := (hasDerivAt_id' s).div_const T
  have h2 := ((h1.cosh.const_mul (2 : ℝ)).log (mul_ne_zero two_ne_zero hc)).const_mul (-T)
  refine h2.congr_deriv ?_
  rw [Real.tanh_eq_sinh_div_cosh]
  field_simp
```

Differentiating $-\sinh(s/T)/\cosh(s/T)$ by the quotient rule gives

$$F''(s)=-\frac{\cosh^2(s/T)-\sinh^2(s/T)}{T\cosh^2(s/T)}=-\frac{1}{T\cosh^2(s/T)}.$$

In Lean, the function being differentiated is `deriv` of the free energy along the line. The slope theorem, applied at every point, turns it into the quotient, and `Real.cosh_sq` supplies $\cosh^2-\sinh^2=1$.

```lean
/-- At `T > 0` the second derivative of the free energy along a unit-speed line through the
intersection is `-1 / (T cosh² (s / T))`. -/
theorem freeEnergy_curvature {T a b : ℝ} (hT : 0 < T) (hab : a ^ 2 + b ^ 2 = 1) (s : ℝ) :
    HasDerivAt (deriv fun t => freeEnergy T (t * a) (t * b))
      (-1 / (T * cosh (s / T) ^ 2)) s := by
  have e : (deriv fun t => freeEnergy T (t * a) (t * b)) =
      fun t => -(sinh (t / T) / cosh (t / T)) := by
    funext t
    rw [(freeEnergy_slope hT hab t).deriv, Real.tanh_eq_sinh_div_cosh]
  rw [e]
  have hc : cosh (s / T) ≠ 0 := (Real.cosh_pos _).ne'
  have h1 : HasDerivAt (fun t : ℝ => t / T) (1 / T) s := (hasDerivAt_id' s).div_const T
  refine (h1.sinh.fun_div h1.cosh hc).fun_neg.congr_deriv ?_
  have h2 : cosh (s / T) * (1 / T) * cosh (s / T) - sinh (s / T) * (sinh (s / T) * (1 / T))
      = 1 / T := by
    linear_combination (1 / T) * Real.cosh_sq (s / T)
  rw [h2]
  field_simp
```

The lower sheet on the same line is $-|s|$. Its difference quotient at the origin, $-|s|/s$, equals $-1$ for $s>0$ and $+1$ for $s<0$, so it has no limit. The proof argues by contradiction: if the lower sheet were differentiable there, its negative $|s|$ would be too, against `not_differentiableAt_abs_zero`.

```lean
/-- Along every unit-speed line through the intersection the lower sheet has no derivative
at the intersection. -/
theorem lowerSheet_cusp {a b : ℝ} (hab : a ^ 2 + b ^ 2 = 1) :
    ¬ DifferentiableAt ℝ (fun s => lowerSheet (s * a) (s * b)) 0 := by
  intro h
  apply not_differentiableAt_abs_zero
  have e : (abs : ℝ → ℝ) = fun s => -lowerSheet (s * a) (s * b) := by
    funext s
    rw [lowerSheet, radius_line hab, neg_neg]
  rw [e]
  exact h.neg
```

At another constant speed $c=\sqrt{a^2+b^2}$ one has $r=c|s|$, and the curvature at the crossing becomes $-c^2/T$, so the value $-1/T$ belongs to unit speed. The cusp needs only $(a,b)\neq(0,0)$; for $a=b=0$ the point never moves and the lower sheet is constant in $s$. On a line that misses the origin by a distance $d>0$, $r=\sqrt{s^2+d^2}$ is smooth, and the lower sheet has no cusp on it.

## The bounds and the curvature together

The main theorem assumes $T>0$ throughout. Its first part holds at every $x,y$ and states the upper bound as $F\le-r$, although the strict inequality was proved above. Its second part takes any direction with $a^2+b^2=1$ and says three things about $s=0$: the free energy has slope $0$, its second derivative is $-1/T$, and the lower sheet has no derivative. The proof sets $s=0$ in the two derivative formulas, where $\tanh 0=0$ and $\cosh 0=1$.

```lean
/-- Electronic temperature `T > 0` rounds the cusp: the free energy stays within `T ln 2` below
the lower sheet, and along every unit-speed line through the intersection it has slope `0` and
second derivative `-1 / T` there, where the lower sheet has no derivative. -/
theorem temperature_rounds_cusp {T : ℝ} (hT : 0 < T) :
    (∀ x y, -radius x y - T * log 2 ≤ freeEnergy T x y ∧ freeEnergy T x y ≤ -radius x y) ∧
    ∀ a b : ℝ, a ^ 2 + b ^ 2 = 1 →
      HasDerivAt (fun s => freeEnergy T (s * a) (s * b)) 0 0 ∧
      HasDerivAt (deriv fun s => freeEnergy T (s * a) (s * b)) (-1 / T) 0 ∧
      ¬ DifferentiableAt ℝ (fun s => lowerSheet (s * a) (s * b)) 0 := by
  refine ⟨fun x y => ⟨(freeEnergy_bounds hT x y).1, (freeEnergy_bounds hT x y).2.le⟩,
    fun a b hab => ⟨?_, ?_, lowerSheet_cusp hab⟩⟩
  · exact (freeEnergy_slope hT hab 0).congr_deriv (by simp)
  · exact (freeEnergy_curvature hT hab 0).congr_deriv (by simp)

end

end ThermalConicalIntersection
```

```lean
#print axioms ThermalConicalIntersection.freeEnergy_eq_lower_bound_iff
#print axioms ThermalConicalIntersection.freeEnergy_paraboloid
#print axioms ThermalConicalIntersection.temperature_rounds_cusp
```

```
'ThermalConicalIntersection.freeEnergy_eq_lower_bound_iff' depends on axioms: [propext, Classical.choice, Quot.sound]
'ThermalConicalIntersection.freeEnergy_paraboloid' depends on axioms: [propext, Classical.choice, Quot.sound]
'ThermalConicalIntersection.temperature_rounds_cusp' depends on axioms: [propext, Classical.choice, Quot.sound]
```

The derivatives are taken along lines; the theorem makes no statement about differentiability in $x$ and $y$ jointly. Nuclear motion and the geometric phase do not enter the model.

In this two-state, isotropic, linear cone, the canonical free energy has slope zero and curvature $-1/T$ at the crossing along each unit-speed line through it, so the curvature grows in magnitude without bound as $T\to0$. The slope goes from near $+1$ to near $-1$ over a distance of order $T$, so a low temperature leaves a sharp peak that a quadratic expansion about the crossing describes only over short distances. Electronic-structure calculations that smear orbital occupations with a Fermi function use a different free energy, and these formulas do not carry over to them unchanged.
